# For a symmetric Hessian, the lowest augmented-Hessian eigenvector (1, s) gives a level-shifted Newton step with a positive semidefinite shifted Hessian

## Gradient, Hessian and augmented Hessian

Let $x$ be a displacement in finitely many real coordinates, $g$ the energy gradient at the current point, and $B$ a real symmetric matrix, either the exact Hessian or an approximation to it. The dot is the ordinary Euclidean product. The augmented Hessian and its action on a vector $(t,x)$, with $t$ a real number, are

$$
A=\begin{pmatrix}0&g^T\\ g&B\end{pmatrix},\qquad
A\begin{pmatrix}t\\x\end{pmatrix}=\begin{pmatrix}g\cdot x\\ tg+Bx\end{pmatrix}.
$$

Suppose that $A$ has an eigenvector for its lowest eigenvalue $\mu$ whose first component is nonzero. Scaled so that this component is 1, it reads $(1,s)$, and $s$ is the step of rational function optimisation (RFO) in a search for a minimum. A unit-norm eigenvector from a diagonalisation routine must be divided by its first component to give $s$.

The associated model of the energy change is

$$
q(x)=\frac{g\cdot x+\tfrac12\,x\cdot Bx}{1+x\cdot x}.
$$

The denominator uses the unit metric, so the step depends on how the coordinates are scaled.

## What the lowest eigenvector guarantees

For symmetric $B$, the vector $(1,s)$ is an eigenvector for the lowest eigenvalue $\mu$ of $A$ if and only if

$$
(B-\mu)s=-g,\qquad \mu=g\cdot s,\qquad x\cdot(B-\mu)x\ge 0\ \text{ for all }x.
$$

In that case $\mu\le 0$, and $s$ minimises $q$ with minimum value $\mu/2$. If also $g\ne0$, then $g\cdot s<0$.

In geometry or orbital optimisation with finitely many real parameters, this shows that one exact eigenvector, the lowest one scaled to $(1,s)$, supplies a level shift $-\mu\ge0$ that makes even an indefinite Hessian positive semidefinite.

## Derivation

**The eigenvalue equation.** Setting $t=1$ and $x=s$, the two blocks of $A(1,s)=\mu(1,s)$ are $g\cdot s=\mu$ and $g+Bs=\mu s$. The second is $(B-\mu)s=-g$.

**The Rayleigh bound.** If $u$ is an eigenvector of the symmetric matrix $A-\mu$ with eigenvalue $\lambda$, then $Au=(\lambda+\mu)u$. Since $\mu$ is lowest, $\lambda\ge0$. Expanding any vector in an orthonormal eigenbasis shows that the quadratic form of $A-\mu$ is nonnegative. On $(t,x)$ this says

$$
\mu(t^2+x\cdot x)\le 2t\,g\cdot x+x\cdot Bx. \tag{R}
$$

**Semidefiniteness and sign.** Taking $t=0$ gives $x\cdot(B-\mu)x\ge0$. Taking $x=s$ in this inequality gives $0\le s\cdot(B-\mu)s=-g\cdot s=-\mu$.

**The converse.** Put $M=B-\mu$ and assume the three conditions. Since $M$ is symmetric and $Ms=-g$,

$$
\begin{aligned}
0&\le(x-ts)\cdot M(x-ts)\\
&=x\cdot Mx-2t\,x\cdot Ms+t^2\,s\cdot Ms\\
&=x\cdot Bx-\mu\,x\cdot x+2t\,g\cdot x-\mu t^2.
\end{aligned}
$$

This is (R) again. If $(t,x)\neq0$ is an eigenvector with eigenvalue $\nu$, the right side of (R) equals $\nu(t^2+x\cdot x)$. Dividing by the positive squared norm gives $\mu\le\nu$.

**The model minimum.** From $s\cdot(B-\mu)s=-\mu$ we get $s\cdot Bs=\mu\,s\cdot s-\mu$. The numerator of $q(s)$ is therefore $\mu+\tfrac12(\mu\,s\cdot s-\mu)=\tfrac12\mu(1+s\cdot s)$, so $q(s)=\mu/2$. Setting $t=1$ in (R) and dividing by $2(1+x\cdot x)$ gives $\mu/2\le q(x)$ for every $x$.

**Strict descent.** Let $g\neq0$ and suppose $\mu=0$. With $x=g$, (R) becomes $0\le2t\,g\cdot g+g\cdot Bg$ for every $t$. The choice $t=-(g\cdot Bg+1)/(2g\cdot g)$ makes the right side $-1$, a contradiction. Hence $\mu=g\cdot s<0$.

## A step from an indefinite Hessian

Number the coordinates 0 and 1, and take $B=\operatorname{diag}(-1,2)$ and $g=(-1,-2)$. The characteristic equation of $A$ is

$$
\lambda^3-\lambda^2-7\lambda-2=(\lambda+2)(\lambda^2-3\lambda-1)=0,
$$

with roots $-2$ and $(3\pm\sqrt{13})/2\approx3.30,\,-0.30$. So $\mu=-2$ and $B-\mu=\operatorname{diag}(1,4)$. The shifted equation gives $s=(1,\tfrac12)$, and indeed $g\cdot s=-1-1=-2$. The normalised eigenvector is $(\tfrac23,\tfrac23,\tfrac13)$. The model value is

$$
q(s)=\frac{-2+\tfrac12(-1+\tfrac12)}{1+\tfrac54}=-1=\frac{\mu}{2}.
$$

The unshifted Newton step is $(-1,1)$, which moves uphill along coordinate 0, the direction of negative curvature.

## An eigenvector that is not the lowest

Take one coordinate with $B=0$ and $g=1$. The augmented Hessian has eigenvalues $\pm1$. The vector $(1,1)$ is an eigenvector with $\mu=1$, and it satisfies both $(B-\mu)s=-g$ and $\mu=g\cdot s$. But $\mu$ is positive, $B-\mu=-1$ is negative, and the step $s=1$ goes uphill to the maximum of $q(x)=x/(1+x^2)$. The lowest eigenvector $(1,-1)$ gives the minimum.

## Reading the Lean statements

The coordinates are indexed by a finite type `n`, and `Unit ⊕ n` adds the one extra component. `augVec t x` is $(t,x)$, `*ᵥ` is a matrix acting on a vector, and `⬝ᵥ` is the dot product. `IsLowestEigenpair A μ v` says that `v` is nonzero, that `A *ᵥ v = μ • v`, and that `μ` is at most every real eigenvalue of `A`. Degeneracy is allowed.

The equivalence is `lowest_iff`, and `rfo_step` collects its forward direction together with $\mu\le0$. Semidefiniteness appears as an inequality for the quadratic form; the symmetry of $B$ is the separate hypothesis `hB`. The theorems `rfo_descent` and `rfo_minimises_model` give the other two properties, and `rfo_witness` is the numerical instance above.

The existence of an eigenvector of the form $(1,s)$ is assumed. It can fail: for $B=\operatorname{diag}(-5,0)$ and $g=(0,1)$, the lowest eigenvalue is $-5$ and its eigenvectors have first component zero. The statements also impose no trust radius on $s$, and they concern the model at one point, not the true energy after the step or the convergence of an iteration.

## The complete file

```lean
import Mathlib

open Matrix

namespace RationalFunctionOptimisation

noncomputable section

variable {n : Type*} [Fintype n] [DecidableEq n]

/-- The augmented Hessian `[[0, gᵀ], [g, B]]` built from a gradient `g` and a Hessian `B`. -/
def augmentedHessian (g : n → ℝ) (B : Matrix n n ℝ) : Matrix (Unit ⊕ n) (Unit ⊕ n) ℝ :=
  Matrix.fromBlocks 0 (Matrix.of fun _ j => g j) (Matrix.of fun i _ => g i) B

/-- The augmented vector `(t, x)`. -/
def augVec (t : ℝ) (x : n → ℝ) : Unit ⊕ n → ℝ := Sum.elim (fun _ => t) x

/-- `v` is an eigenvector of `A` whose eigenvalue `μ` is the lowest eigenvalue of `A`. -/
structure IsLowestEigenpair {m : Type*} [Fintype m] (A : Matrix m m ℝ) (μ : ℝ)
    (v : m → ℝ) : Prop where
  ne_zero : v ≠ 0
  eigen : A *ᵥ v = μ • v
  lowest : ∀ (ν : ℝ) (w : m → ℝ), w ≠ 0 → A *ᵥ w = ν • w → μ ≤ ν

/-- The rational model of the energy change for a displacement `x`. -/
def rationalModel (g : n → ℝ) (B : Matrix n n ℝ) (x : n → ℝ) : ℝ :=
  (g ⬝ᵥ x + x ⬝ᵥ (B *ᵥ x) / 2) / (1 + x ⬝ᵥ x)

omit [DecidableEq n] in
private lemma self_nonneg (x : n → ℝ) : 0 ≤ x ⬝ᵥ x :=
  Finset.sum_nonneg fun i _ => mul_self_nonneg (x i)

private lemma shift_mulVec (B : Matrix n n ℝ) (μ : ℝ) (x : n → ℝ) :
    (B - μ • (1 : Matrix n n ℝ)) *ᵥ x = B *ᵥ x - μ • x := by
  rw [Matrix.sub_mulVec, Matrix.smul_mulVec, Matrix.one_mulVec]

omit [DecidableEq n] in
private lemma augVec_dot (t u : ℝ) (x y : n → ℝ) :
    augVec t x ⬝ᵥ augVec u y = t * u + x ⬝ᵥ y := by
  simp [augVec, dotProduct, Fintype.sum_sum_type]

omit [DecidableEq n] in
private lemma augmented_mulVec (g : n → ℝ) (B : Matrix n n ℝ) (t : ℝ) (x : n → ℝ) :
    augmentedHessian g B *ᵥ augVec t x = augVec (g ⬝ᵥ x) (t • g + B *ᵥ x) := by
  ext i
  rcases i with i | i <;>
    simp [augmentedHessian, augVec, Matrix.mulVec, dotProduct, Fintype.sum_sum_type, mul_comm]

omit [DecidableEq n] in
private lemma augmented_quad (g : n → ℝ) (B : Matrix n n ℝ) (t : ℝ) (x : n → ℝ) :
    augVec t x ⬝ᵥ (augmentedHessian g B *ᵥ augVec t x)
      = 2 * t * (g ⬝ᵥ x) + x ⬝ᵥ (B *ᵥ x) := by
  rw [augmented_mulVec, augVec_dot, dotProduct_add, dotProduct_smul, smul_eq_mul,
    dotProduct_comm x g]
  ring

/-- If `μ` is not above any eigenvalue of a real symmetric matrix `A`, then the quadratic form of
`A` at `x` is at least `μ` times the squared norm of `x`. -/
theorem rayleigh_bound {A : Matrix n n ℝ} (hA : A.IsSymm) {μ : ℝ}
    (h : ∀ (ν : ℝ) (w : n → ℝ), w ≠ 0 → A *ᵥ w = ν • w → μ ≤ ν) (x : n → ℝ) :
    μ * (x ⬝ᵥ x) ≤ x ⬝ᵥ (A *ᵥ x) := by
  have hM : (A - μ • (1 : Matrix n n ℝ)).IsHermitian := by
    unfold Matrix.IsHermitian
    rw [Matrix.conjTranspose_eq_transpose_of_trivial]
    simp [Matrix.transpose_sub, hA.eq]
  -- every eigenvalue of the shifted matrix is nonnegative
  have hP : (A - μ • (1 : Matrix n n ℝ)).PosSemidef := by
    rw [hM.posSemidef_iff_eigenvalues_nonneg]
    intro i
    have e := hM.mulVec_eigenvectorBasis i
    rw [shift_mulVec] at e
    have hne : (hM.eigenvectorBasis i).ofLp ≠ 0 := by
      intro h0
      apply hM.eigenvectorBasis.orthonormal.ne_zero i
      ext j
      exact congrFun h0 j
    have h1 := h (hM.eigenvalues i + μ) _ hne (by linear_combination (norm := module) e)
    show (0 : ℝ) ≤ hM.eigenvalues i
    linarith
  have h2 := hP.dotProduct_mulVec_nonneg x
  rw [shift_mulVec, star_trivial, dotProduct_sub, dotProduct_smul, smul_eq_mul] at h2
  linarith

/-- For symmetric `B`, if `(1, s)` is a lowest eigenvector of the augmented Hessian with eigenvalue
`μ`, then the quadratic form of the augmented Hessian at every vector `(t, x)` is at least `μ` times
the squared norm of `(t, x)`. -/
theorem augmented_rayleigh {g s : n → ℝ} {B : Matrix n n ℝ} {μ : ℝ} (hB : B.IsSymm)
    (h : IsLowestEigenpair (augmentedHessian g B) μ (augVec 1 s)) (t : ℝ) (x : n → ℝ) :
    μ * (t * t + x ⬝ᵥ x) ≤ 2 * t * (g ⬝ᵥ x) + x ⬝ᵥ (B *ᵥ x) := by
  have hA : (augmentedHessian g B).IsSymm := by
    apply Matrix.IsSymm.ext
    intro i j
    rcases i with i | i <;> rcases j with j | j
    · rfl
    · rfl
    · rfl
    · exact hB.apply i j
  have h1 := rayleigh_bound hA h.lowest (augVec t x)
  rwa [augmented_quad, augVec_dot] at h1

/-- The eigenvalue equation for `(1, s)` is the level-shifted Newton equation together with
`μ = g · s`. -/
theorem eigen_iff (g s : n → ℝ) (B : Matrix n n ℝ) (μ : ℝ) :
    augmentedHessian g B *ᵥ augVec 1 s = μ • augVec 1 s ↔
      (B - μ • (1 : Matrix n n ℝ)) *ᵥ s = -g ∧ μ = g ⬝ᵥ s := by
  rw [augmented_mulVec, shift_mulVec]
  constructor
  · intro h
    have h1 := congrFun h (Sum.inl ())
    simp only [augVec, Sum.elim_inl, Pi.smul_apply, smul_eq_mul, mul_one] at h1
    refine ⟨?_, h1.symm⟩
    ext i
    have h2 := congrFun h (Sum.inr i)
    simp only [augVec, Sum.elim_inr, Pi.smul_apply, Pi.add_apply, smul_eq_mul, one_mul] at h2
    simp only [Pi.sub_apply, Pi.smul_apply, Pi.neg_apply, smul_eq_mul]
    linarith
  · rintro ⟨h1, h2⟩
    ext i
    rcases i with i | i
    · simp only [augVec, Sum.elim_inl, Pi.smul_apply, smul_eq_mul, mul_one]
      exact h2.symm
    · have h3 := congrFun h1 i
      simp only [Pi.sub_apply, Pi.smul_apply, Pi.neg_apply, smul_eq_mul] at h3
      simp only [augVec, Sum.elim_inr, Pi.smul_apply, Pi.add_apply, smul_eq_mul, one_mul]
      linarith

/-- `(1, s)` is a lowest eigenvector of the augmented Hessian exactly when `s` solves the
level-shifted Newton equation, `μ = g · s`, and `B - μ` is positive semidefinite. -/
theorem lowest_iff {g s : n → ℝ} {B : Matrix n n ℝ} {μ : ℝ} (hB : B.IsSymm) :
    IsLowestEigenpair (augmentedHessian g B) μ (augVec 1 s) ↔
      (B - μ • (1 : Matrix n n ℝ)) *ᵥ s = -g ∧ μ = g ⬝ᵥ s ∧
        ∀ x : n → ℝ, 0 ≤ x ⬝ᵥ ((B - μ • (1 : Matrix n n ℝ)) *ᵥ x) := by
  constructor
  · intro h
    obtain ⟨h1, h2⟩ := (eigen_iff g s B μ).mp h.eigen
    refine ⟨h1, h2, fun x => ?_⟩
    have h3 := augmented_rayleigh hB h 0 x
    rw [shift_mulVec, dotProduct_sub, dotProduct_smul, smul_eq_mul]
    linarith
  · rintro ⟨h1, h2, h3⟩
    refine ⟨fun h0 => one_ne_zero (congrFun h0 (Sum.inl ())),
      (eigen_iff g s B μ).mpr ⟨h1, h2⟩, fun ν w hw hν => ?_⟩
    obtain ⟨t, x, rfl⟩ : ∃ t x, w = augVec t x :=
      ⟨w (Sum.inl ()), fun i => w (Sum.inr i), by ext i; rcases i with i | i <;> rfl⟩
    have hM : (B - μ • (1 : Matrix n n ℝ)).IsSymm := by
      simp [Matrix.IsSymm, Matrix.transpose_sub, hB.eq]
    have hs : s ⬝ᵥ ((B - μ • (1 : Matrix n n ℝ)) *ᵥ x) = -(g ⬝ᵥ x) := by
      rw [Matrix.dotProduct_mulVec, ← Matrix.mulVec_transpose, hM.eq, h1, neg_dotProduct]
    -- complete the square in x - t s
    have h4 := h3 (x - t • s)
    rw [Matrix.mulVec_sub, Matrix.mulVec_smul, h1] at h4
    simp only [sub_dotProduct, dotProduct_sub, smul_dotProduct, dotProduct_smul,
      dotProduct_neg, smul_eq_mul, hs, dotProduct_comm x g, dotProduct_comm s g, ← h2] at h4
    rw [shift_mulVec, dotProduct_sub, dotProduct_smul, smul_eq_mul] at h4
    have h5 := augmented_quad g B t x
    rw [hν, dotProduct_smul, smul_eq_mul] at h5
    have hpos : 0 < augVec t x ⬝ᵥ augVec t x :=
      lt_of_le_of_ne (self_nonneg _) fun h0 => hw (dotProduct_self_eq_zero.mp h0.symm)
    refine le_of_mul_le_mul_right ?_ hpos
    rw [h5, augVec_dot]
    linarith

/-- For a lowest eigenvector `(1, s)` of the augmented Hessian, `(B - μ) s = -g`,
`μ = g · s ≤ 0`, and `B - μ` is positive semidefinite. -/
theorem rfo_step {g s : n → ℝ} {B : Matrix n n ℝ} {μ : ℝ} (hB : B.IsSymm)
    (h : IsLowestEigenpair (augmentedHessian g B) μ (augVec 1 s)) :
    (B - μ • (1 : Matrix n n ℝ)) *ᵥ s = -g ∧ μ = g ⬝ᵥ s ∧ μ ≤ 0 ∧
      ∀ x : n → ℝ, 0 ≤ x ⬝ᵥ ((B - μ • (1 : Matrix n n ℝ)) *ᵥ x) := by
  obtain ⟨h1, h2, h3⟩ := (lowest_iff hB).mp h
  refine ⟨h1, h2, ?_, h3⟩
  have h4 := h3 s
  rw [h1, dotProduct_neg, dotProduct_comm s g, ← h2] at h4
  linarith

/-- At a point with nonzero gradient the step `s` is a strict descent direction. -/
theorem rfo_descent {g s : n → ℝ} {B : Matrix n n ℝ} {μ : ℝ} (hB : B.IsSymm)
    (h : IsLowestEigenpair (augmentedHessian g B) μ (augVec 1 s)) (hg : g ≠ 0) :
    g ⬝ᵥ s < 0 := by
  obtain ⟨-, h2, h3, -⟩ := rfo_step hB h
  rw [← h2]
  refine lt_of_le_of_ne h3 fun h0 => ?_
  have hpos : 0 < g ⬝ᵥ g :=
    lt_of_le_of_ne (self_nonneg g) fun h4 => hg (dotProduct_self_eq_zero.mp h4.symm)
  -- with μ = 0 the quadratic form would be nonnegative on (t, g) for every t
  have h5 := augmented_rayleigh hB h (-(g ⬝ᵥ (B *ᵥ g) + 1) / (2 * (g ⬝ᵥ g))) g
  have h6 : 2 * (-(g ⬝ᵥ (B *ᵥ g) + 1) / (2 * (g ⬝ᵥ g))) * (g ⬝ᵥ g)
      = -(g ⬝ᵥ (B *ᵥ g) + 1) := by
    have := hpos.ne'
    field_simp
  rw [h0, zero_mul, h6] at h5
  linarith

/-- The step `s` minimises the rational model over all displacements, and the minimum
value is `μ / 2`. -/
theorem rfo_minimises_model {g s : n → ℝ} {B : Matrix n n ℝ} {μ : ℝ} (hB : B.IsSymm)
    (h : IsLowestEigenpair (augmentedHessian g B) μ (augVec 1 s)) :
    rationalModel g B s = μ / 2 ∧ ∀ x, rationalModel g B s ≤ rationalModel g B x := by
  obtain ⟨h1, h2, -, -⟩ := rfo_step hB h
  have hpos : ∀ x : n → ℝ, 0 < 1 + x ⬝ᵥ x := fun x => by linarith [self_nonneg x]
  have hval : rationalModel g B s = μ / 2 := by
    have h3 := congrArg (fun y => s ⬝ᵥ y) h1
    simp only [shift_mulVec, dotProduct_sub, dotProduct_smul, smul_eq_mul, dotProduct_neg,
      dotProduct_comm s g, ← h2] at h3
    unfold rationalModel
    rw [div_eq_iff (hpos s).ne', ← h2]
    linarith
  refine ⟨hval, fun x => ?_⟩
  rw [hval]
  unfold rationalModel
  rw [le_div_iff₀ (hpos x)]
  linarith [augmented_rayleigh hB h 1 x]

/-- For the indefinite Hessian `diag(-1, 2)` and gradient `(-1, -2)`, the vector
`(1, s)` with `s = (1, 1/2)` is a lowest eigenvector with eigenvalue `-2`. -/
theorem rfo_witness :
    IsLowestEigenpair (augmentedHessian ![-1, -2] !![-1, 0; 0, 2]) (-2)
      (augVec 1 ![1, 1 / 2]) := by
  have hB : (!![-1, 0; 0, 2] : Matrix (Fin 2) (Fin 2) ℝ).IsSymm := by
    ext i j
    fin_cases i <;> fin_cases j <;> simp
  refine (lowest_iff hB).mpr ⟨?_, ?_, fun x => ?_⟩
  · rw [shift_mulVec]
    ext i
    fin_cases i <;> norm_num [Matrix.mulVec, dotProduct, Fin.sum_univ_succ]
  · norm_num [dotProduct, Fin.sum_univ_succ]
  · have h : x ⬝ᵥ ((!![-1, 0; 0, 2] - (-2 : ℝ) • (1 : Matrix (Fin 2) (Fin 2) ℝ)) *ᵥ x)
        = x 0 ^ 2 + 4 * x 1 ^ 2 := by
      rw [shift_mulVec]
      simp [dotProduct, Fin.sum_univ_two]
      ring
    rw [h]
    positivity

end

end RationalFunctionOptimisation
```

```lean
#print axioms RationalFunctionOptimisation.lowest_iff
#print axioms RationalFunctionOptimisation.rfo_descent
#print axioms RationalFunctionOptimisation.rfo_minimises_model
```

```
'RationalFunctionOptimisation.lowest_iff' depends on axioms: [propext, Classical.choice, Quot.sound]
'RationalFunctionOptimisation.rfo_descent' depends on axioms: [propext, Classical.choice, Quot.sound]
'RationalFunctionOptimisation.rfo_minimises_model' depends on axioms: [propext, Classical.choice, Quot.sound]
```

## How the proof follows the derivation

`augmented_mulVec` computes the block action of $A$, and `augmented_quad` turns it into the quadratic form $2t\,g\cdot x+x\cdot Bx$. `shift_mulVec` expands $(B-\mu)x$, and `augVec_dot` splits the dot product of augmented vectors.

`rayleigh_bound` works for any real symmetric matrix. It applies the spectral theorem to the shifted matrix: each vector of `hM.eigenvectorBasis` is also an eigenvector of the original matrix, with eigenvalue `hM.eigenvalues i + μ`, so the hypothesis makes the shifted eigenvalue nonnegative. `augmented_rayleigh` checks that the augmented Hessian is symmetric and obtains (R).

`eigen_iff` reads the eigenvalue equation component by component, in both directions. In `lowest_iff`, the forward part uses (R) at $t=0$. For the converse, an arbitrary eigenvector is written as `augVec t x`, and `hs` uses symmetry to obtain $s\cdot Mx=-g\cdot x$. The inequality `h4` is the completed square, `h5` expresses the quadratic form through $\nu$, and `le_of_mul_le_mul_right` cancels the positive squared norm.

`rfo_step` evaluates the semidefiniteness condition at `s`. `rfo_descent` inserts the value of $t$ chosen above, and `field_simp` clears its denominator. `rfo_minimises_model` first establishes `hval`, the value $\mu/2$, and then uses (R) at $t=1$.

`rfo_witness` uses the converse in `lowest_iff`, so it needs no characteristic polynomial. It checks the two equations numerically and rewrites the shifted quadratic form as $x_0^2+4x_1^2$, which `positivity` recognises as nonnegative.
